# Convergence of a Gaussian sum over the reciprocal vectors of a cubic cell

A cubic cell of edge L > 0 has the reciprocal vectors G = (2π/L)n, where n runs over all triples of integers. The theorem states that the sum of exp(−|G|²/(8η²)) over all these vectors converges for every η > 0. The attempt first treats one dimension, where k ≤ k² for natural numbers k lets a geometric series bound the Gaussian one, and the negative integers follow by symmetry. It then multiplies three such series and identifies each term of the product with the Gaussian of |G|².

The failing Lean file:

```lean
import Mathlib

open Real Filter

namespace SummableGauss

noncomputable section

/-- The reciprocal vector `G = (2π/L) n` of a cubic cell of edge `L ≠ 0`, with integer
indices `n`. -/
def gVec (L : ℝ) (n : Fin 3 → ℤ) : EuclideanSpace ℝ (Fin 3) :=
  WithLp.toLp 2 fun i => 2 * π / L * (n i : ℝ)

/-- The Gaussian lattice sum over all reciprocal vectors converges for `L, η > 0`. -/
theorem summable_gauss {L η : ℝ} (hL : 0 < L) (hη : 0 < η) :
    Summable fun n : Fin 3 → ℤ => exp (-‖gVec L n‖ ^ 2 / (8 * η ^ 2)) := by
  -- one dimension: comparison with a geometric series
  have h1 : ∀ a : ℝ, 0 < a → Summable fun m : ℤ => exp (-a * (m : ℝ) ^ 2) := by
    intro a ha
    have hN : Summable fun k : ℕ => exp (-a * (k : ℝ) ^ 2) := by
      refine Summable.of_nonneg_of_le (fun _ => Real.exp_nonneg _) (fun k => ?_)
        (summable_geometric_of_lt_one (Real.exp_nonneg (-a))
          (Real.exp_lt_one (by linarith)))
      rw [← Real.exp_nat_mul]
      apply Real.exp_le_exp.mpr
      have hk : (k : ℝ) ≤ (k : ℝ) ^ 2 := by exact_mod_cast Nat.le_self_pow two_ne_zero k
      nlinarith
    exact Summable.of_nat_of_neg (by simpa using hN) (by simpa using hN)
  have h := h1 ((2 * π / L) ^ 2 / (8 * η ^ 2)) (by positivity)
  -- three dimensions: the Gaussian factorises
  have h3 := h.mul_of_nonneg (h.mul_of_nonneg h (fun _ => Real.exp_nonneg _)
    (fun _ => Real.exp_nonneg _)) (fun _ => Real.exp_nonneg _)
    (fun _ => mul_nonneg (Real.exp_nonneg _) (Real.exp_nonneg _))
  have hinj : Function.Injective fun n : Fin 3 → ℤ => (n 0, n 1, n 2) := by
    intro m n hmn
    simp only [Prod.mk.injEq] at hmn
    ext i
    fin_cases i
    exacts [hmn.1, hmn.2.1, hmn.2.2]
  convert h3.comp_injective hinj using 1
  funext n
  simp only [Function.comp]
  rw [← Real.exp_add, ← Real.exp_add, EuclideanSpace.norm_sq_eq, Fin.sum_univ_three]
  simp only [gVec, Real.norm_eq_abs, sq_abs]
  congr 1
  ring

end

end SummableGauss
```

Compiling this gives:

```
Main.lean:23:11: error(lean.unknownIdentifier): Unknown constant `Real.exp_lt_one`
Main.lean:41:2: error: Tactic `apply` failed: could not unify the conclusion of `@funext`
  ?f = ?g
with the goal
  instAddCommMonoid = instAddCommGroup.toAddCommMonoid

Note: The full type of `@funext` is
  ∀ {α : Sort ?u.174} {β : α → Sort ?u.173} {f g : (x : α) → β x}, (∀ (x : α), f x = g x) → f = g

case e'_3
L η : ℝ
hL : 0 < L
hη : 0 < η
h1 : ∀ (a : ℝ), 0 < a → Summable fun m => rexp (-a * ↑m ^ 2)
h : Summable fun m => rexp (-((2 * π / L) ^ 2 / (8 * η ^ 2)) * ↑m ^ 2)
h3 :
  Summable fun x =>
    rexp (-((2 * π / L) ^ 2 / (8 * η ^ 2)) * ↑x.1 ^ 2) *
      (rexp (-((2 * π / L) ^ 2 / (8 * η ^ 2)) * ↑x.2.1 ^ 2) * rexp (-((2 * π / L) ^ 2 / (8 * η ^ 2)) * ↑x.2.2 ^ 2))
hinj : Function.Injective fun n => (n 0, n 1, n 2)
⊢ instAddCommMonoid = instAddCommGroup.toAddCommMonoid
```

As a diff, the version that Lean accepts:

```diff
@@ -21,5 +21,5 @@
       refine Summable.of_nonneg_of_le (fun _ => Real.exp_nonneg _) (fun k => ?_)
         (summable_geometric_of_lt_one (Real.exp_nonneg (-a))
-          (Real.exp_lt_one (by linarith)))
+          (Real.exp_lt_one_iff.mpr (by linarith)))
       rw [← Real.exp_nat_mul]
       apply Real.exp_le_exp.mpr
@@ -38,6 +38,5 @@
     fin_cases i
     exacts [hmn.1, hmn.2.1, hmn.2.2]
-  convert h3.comp_injective hinj using 1
-  funext n
+  refine Summable.congr (h3.comp_injective hinj) fun n => ?_
   simp only [Function.comp]
   rw [← Real.exp_add, ← Real.exp_add, EuclideanSpace.norm_sq_eq, Fin.sum_univ_three]
```

What went wrong. The first message says that the constant `Real.exp_lt_one` does not exist. The geometric series needs its ratio exp(−a) to be below 1. The repair takes this from the equivalence `Real.exp_lt_one_iff`, whose direction `.mpr` turns −a < 0 into the required bound.

The second error comes from `convert ... using 1`. This tactic matches the two `Summable` statements argument by argument, and those arguments include the additive structure on the real numbers as well as the summed function. The structure appears in two forms, `instAddCommMonoid` and `instAddCommGroup.toAddCommMonoid`, and `convert` left their equality as a goal. `funext n` met that goal first and failed, since it proves equalities between functions.

The repair uses `Summable.congr`, which carries summability from one function to another when their values agree. It asks only for the equality of the terms at each `n`, so no separate goal about the structures arises. The `n` is now introduced by `fun n`, which makes `funext n` unnecessary.
